# The number of full contractions of 2n field operators is (2n−1)!!

Before I sum the Wick expansion of the free-field vacuum expectation value of a plain product of 2n field operators, I list all full contractions, including those that vanish, and compare the length of my list with (2n−1)!!. If the numbers differ, I have missed a term or written one twice. I also use the rule that an odd number of operators has no full contraction at all. I know the usual argument, "the first operator has 2n−1 possible partners, the next free one has 2n−3, and so on", but I would like to see it written out completely and checked by a proof assistant. Can this be done in Lean, with a definition of a full contraction that doesn't already contain the answer?

## Sorting by the partner of the first operator

Yes. Describe a full contraction by the map σ that sends each operator position to the position of its partner. The partner of my partner is me, and nobody is their own partner:

σ(σ(i)) = i and σ(i) ≠ i for every position i.

Each way of grouping the positions into pairs gives exactly one such σ, and each such σ comes from exactly one grouping, the one into the pairs {i, σ(i)}. The order in which the pairs are written, and the order within a pair, play no role.

Let N(m) be the number of full contractions of m operators. It depends only on m: if e relabels the positions, then σ ↦ e∘σ∘e⁻¹ turns full contractions for the old labels into full contractions for the new ones, and conjugating with e⁻¹ undoes it.

Now take n+2 operators, choose two distinct positions a and b, and consider the full contractions with σ(a) = b. Then σ(b) = σ(σ(a)) = a. Let x be any other position. Its partner is also different from a and b:

- If σ(x) = a, then x = σ(σ(x)) = σ(a) = b, a contradiction.
- If σ(x) = b, then σ(x) = σ(a), so x = a, again a contradiction.

So σ restricts to the n remaining positions, and the restriction is a full contraction of them. Conversely, any full contraction τ of the remaining positions extends to all of them by a ↦ b and b ↦ a. The extension is again an involution without fixed points. Extending and restricting undo each other, so exactly N(n) full contractions contain the pair {a, b}.

Label the n+2 operators 0, 1, …, n+1 and sort the full contractions by b = σ(0). The value b = 0 is forbidden, and each of the other n+1 values occurs in N(n) full contractions. Therefore

N(n+2) = (n+1) N(n).

With no operators there is one full contraction, the empty one, so N(0) = 1. Applying the recursion n times gives

N(2n) = (2n−1)(2n−3)⋯3·1 = (2n−1)!!,

where the empty product for n = 0 is 1. A single operator has no partner, so N(1) = 0, and the recursion carries this zero to every odd number:

N(2n+3) = (2n+2) N(2n+1) = 0.

Finally, among 2n+2 operators a prescribed pair occurs in N(2n) = (2n−1)!! full contractions.

## Zero, two and four operators

For n = 0 the single empty contraction matches the expectation value of an empty product, ⟨0|0⟩ = 1. Two operators have one full contraction. Four operators have three:

{0,1}{2,3}, {0,2}{1,3}, {0,3}{1,2}.

Each pair occurs in exactly one of them, as the prescribed-pair formula says for n = 1.

## What the Lean statements say

The type `α` is the set of operator positions, and `Perm α` is the type of bijections from `α` to itself. The predicate `IsFullContraction σ` consists of the two conditions on σ above. `numFullContractions α` is the cardinality, `Nat.card`, of the set of permutations that satisfy it. The double factorial appears in neither definition. `Fin m` is the set of positions 0, …, m−1, so N(m) is `numFullContractions (Fin m)`.

There are three main results:

- `numFullContractions_even`: for every natural number n, 2n operators have `(2 * n - 1)‼` full contractions.
- `numFullContractions_odd`: 2n+1 operators have none.
- `card_with_pair_eq_doubleFactorial`: if `α` has 2n+2 elements and a ≠ b, then `(2 * n - 1)‼` full contractions satisfy σ(a) = b.

Subtraction of natural numbers stops at zero in Lean, so for n = 0 the expression `(2 * n - 1)‼` is 0‼ = 1, which agrees with the convention (−1)!! = 1.

The file contains positions only: no operators, no vacuum state, no commutation relations and no fermionic signs. Wick's theorem is what turns an expectation value into a sum over full contractions, and the file counts the terms of that sum. Every pairing counts, including those whose contraction vanishes, for example between two annihilation operators. Restrictions such as forbidding contractions within a normal-ordered group are not modelled. With these limits, (2n−1)!! is the number of terms in the Wick expansion of the expectation value of a plain product of 2n operators in a free-field vacuum or a single Slater determinant, before vanishing terms are removed or equal ones collected. For a product of n creation and n annihilation operators of electrons, at most n! of these terms are nonzero, because a contraction between two creation operators or between two annihilation operators vanishes.

```lean
import Mathlib

open Equiv (Perm)
open scoped Nat

namespace WickFullContractions

/-- A full contraction of operators at positions `α`: the permutation `σ` sends each position
to its partner, so it is an involution, and no operator is contracted with itself. -/
def IsFullContraction {α : Type*} (σ : Perm α) : Prop :=
  (∀ i, σ (σ i) = i) ∧ ∀ i, σ i ≠ i

/-- The number of full contractions of operators at positions `α`. If there are infinitely many, the
value is zero, by the convention of `Nat.card`. -/
noncomputable def numFullContractions (α : Type*) : ℕ :=
  Nat.card {σ : Perm α // IsFullContraction σ}

/-- Relabelling the operators does not change the number of full contractions. -/
theorem numFullContractions_congr {α β : Type*} (e : α ≃ β) :
    numFullContractions α = numFullContractions β := by
  refine Nat.card_congr (Equiv.subtypeEquiv e.permCongr fun σ => ?_)
  refine ⟨fun h => ⟨fun j => ?_, fun j hj => ?_⟩, fun h => ⟨fun i => ?_, fun i hi => ?_⟩⟩
  · simp [Equiv.permCongr_apply, h.1]
  · have hj' : e (σ (e.symm j)) = j := hj
    exact h.2 (e.symm j) (e.injective (hj'.trans (e.apply_symm_apply j).symm))
  · have := h.1 (e i)
    simpa [Equiv.permCongr_apply] using this
  · exact h.2 (e i) (by simp [Equiv.permCongr_apply, hi])

section Pair

variable {α : Type*} [DecidableEq α] {a b : α}

/-- The partner map that contracts `a` with `b` and all other operators according to `τ`. -/
def joinPair (a b : α) (τ : Perm {x : α // x ≠ a ∧ x ≠ b}) (x : α) : α :=
  if h : x ≠ a ∧ x ≠ b then (τ ⟨x, h⟩ : α) else if x = a then b else a

/-- In the joined partner map, `a` has partner `b`. -/
theorem joinPair_left (τ : Perm {x : α // x ≠ a ∧ x ≠ b}) : joinPair a b τ a = b := by
  simp [joinPair]

/-- In the joined partner map, `b` has partner `a`, if `a` and `b` are distinct. -/
theorem joinPair_right (hab : a ≠ b) (τ : Perm {x : α // x ≠ a ∧ x ≠ b}) :
    joinPair a b τ b = a := by
  simp [joinPair, hab.symm]

/-- Adding the contraction of two distinct operators `a`, `b` to a full contraction of the
others gives an involution without fixed points. -/
theorem joinPair_full (hab : a ≠ b) {τ : Perm {x : α // x ≠ a ∧ x ≠ b}}
    (hτ : IsFullContraction τ) :
    (∀ x, joinPair a b τ (joinPair a b τ x) = x) ∧ ∀ x, joinPair a b τ x ≠ x := by
  have rest : ∀ x (h : x ≠ a ∧ x ≠ b), joinPair a b τ x = (τ ⟨x, h⟩ : α) :=
    fun x h => dif_pos h
  constructor <;> intro x <;> by_cases ha : x = a
  · rw [ha, joinPair_left, joinPair_right hab]
  · by_cases hb : x = b
    · rw [hb, joinPair_right hab, joinPair_left]
    · rw [rest x ⟨ha, hb⟩, rest _ (τ ⟨x, ha, hb⟩).2]
      exact congrArg Subtype.val (hτ.1 ⟨x, ha, hb⟩)
  · rw [ha, joinPair_left]
    exact hab.symm
  · by_cases hb : x = b
    · rw [hb, joinPair_right hab]
      exact hab
    · rw [rest x ⟨ha, hb⟩]
      exact fun e => hτ.2 ⟨x, ha, hb⟩ (Subtype.ext e)

/-- Full contractions in which two distinct operators `a`, `b` are partners correspond one to
one to full contractions of the remaining operators. -/
def removePair (hab : a ≠ b) :
    {σ : Perm α // IsFullContraction σ ∧ σ a = b} ≃
      {τ : Perm {x : α // x ≠ a ∧ x ≠ b} // IsFullContraction τ} where
  toFun σ :=
    ⟨Function.Involutive.toPerm
      (fun x : {x : α // x ≠ a ∧ x ≠ b} => ⟨σ.1 x.1,
        fun h => x.2.2 (by rw [← σ.2.1.1 x.1, h, σ.2.2]),
        fun h => x.2.1 (σ.1.injective (h.trans σ.2.2.symm))⟩)
      (fun x => Subtype.ext (σ.2.1.1 x.1)),
      fun x => Subtype.ext (σ.2.1.1 x.1),
      fun x hx => σ.2.1.2 x.1 (congrArg Subtype.val hx)⟩
  invFun τ :=
    ⟨Function.Involutive.toPerm (joinPair a b τ.1) (joinPair_full hab τ.2).1,
      joinPair_full hab τ.2, joinPair_left τ.1⟩
  left_inv σ := by
    refine Subtype.ext (Equiv.ext fun x => ?_)
    change joinPair a b _ x = σ.1 x
    by_cases ha : x = a
    · rw [ha, joinPair_left, σ.2.2]
    · by_cases hb : x = b
      · have h := σ.2.1.1 a
        rw [σ.2.2] at h
        rw [hb, joinPair_right hab, h]
      · exact dif_pos (⟨ha, hb⟩ : x ≠ a ∧ x ≠ b)
  right_inv τ := Subtype.ext (Equiv.ext fun x => Subtype.ext (dif_pos x.2))

end Pair

/-- Among `n + 2` operators, the full contractions that pair two given distinct operators are
as many as the full contractions of `n` operators. -/
theorem card_with_pair {α : Type*} [Fintype α] {n : ℕ} (h : Fintype.card α = n + 2)
    {a b : α} (hab : a ≠ b) :
    Nat.card {σ : Perm α // IsFullContraction σ ∧ σ a = b} =
      numFullContractions (Fin n) := by
  classical
  have hs : (Finset.univ.filter fun x : α => x ≠ a ∧ x ≠ b) =
      (Finset.univ.erase a).erase b := by
    ext x
    simp only [Finset.mem_filter, Finset.mem_univ, true_and, Finset.mem_erase, and_true]
    tauto
  have hc : Fintype.card {x : α // x ≠ a ∧ x ≠ b} = Fintype.card α - 1 - 1 := by
    rw [Fintype.card_subtype, hs, Finset.card_erase_of_mem (by simp [hab.symm]),
      Finset.card_erase_of_mem (Finset.mem_univ a), Finset.card_univ]
  rw [Nat.card_congr (removePair hab)]
  exact numFullContractions_congr (Fintype.equivFinOfCardEq (by omega))

/-- There are `n + 1` times as many full contractions of `n + 2` operators as there are of `n`
operators. -/
theorem numFullContractions_add_two (n : ℕ) :
    numFullContractions (Fin (n + 2)) = (n + 1) * numFullContractions (Fin n) := by
  -- sort the full contractions by the partner `b` of operator `0`
  have e : (Σ b : Fin (n + 2), {σ : Perm (Fin (n + 2)) // IsFullContraction σ ∧ σ 0 = b}) ≃
      {σ : Perm (Fin (n + 2)) // IsFullContraction σ} :=
    (Equiv.sigmaCongrRight fun b => (Equiv.subtypeSubtypeEquivSubtypeInter
      IsFullContraction (fun σ : Perm (Fin (n + 2)) => σ 0 = b)).symm).trans
      (Equiv.sigmaFiberEquiv
        fun σ : {σ : Perm (Fin (n + 2)) // IsFullContraction σ} => σ.1 0)
  have h0 : Nat.card {σ : Perm (Fin (n + 2)) // IsFullContraction σ ∧ σ 0 = 0} = 0 := by
    have : IsEmpty {σ : Perm (Fin (n + 2)) // IsFullContraction σ ∧ σ 0 = 0} :=
      ⟨fun σ => σ.2.1.2 0 σ.2.2⟩
    exact Nat.card_of_isEmpty
  have h1 : ∀ i : Fin (n + 1),
      Nat.card {σ : Perm (Fin (n + 2)) // IsFullContraction σ ∧ σ 0 = i.succ} =
        numFullContractions (Fin n) :=
    fun i => card_with_pair (by simp) (Fin.succ_ne_zero i).symm
  rw [numFullContractions, ← Nat.card_congr e, Nat.card_sigma, Fin.sum_univ_succ]
  simp only [h0, h1, Finset.sum_const, Finset.card_univ, Fintype.card_fin, smul_eq_mul,
    zero_add]

/-- The number of full contractions of `2n` field operators is `(2n - 1)‼`, where the value
for `n = 0` is one. -/
theorem numFullContractions_even (n : ℕ) :
    numFullContractions (Fin (2 * n)) = (2 * n - 1)‼ := by
  induction n with
  | zero =>
    -- without operators there is exactly one contraction, the empty one
    have : Unique {σ : Perm (Fin (2 * 0)) // IsFullContraction σ} :=
      ⟨⟨⟨1, fun i => Fin.elim0 i, fun i => Fin.elim0 i⟩⟩,
        fun σ => Subtype.ext (Equiv.ext fun i => Fin.elim0 i)⟩
    rw [numFullContractions, Nat.card_unique]
    simp [Nat.doubleFactorial]
  | succ k ih =>
    rw [show 2 * (k + 1) - 1 = 2 * k + 1 by omega, show 2 * (k + 1) = 2 * k + 2 by ring,
      numFullContractions_add_two, ih, Nat.doubleFactorial_add_one]

/-- An odd number of field operators has no full contraction. -/
theorem numFullContractions_odd (n : ℕ) : numFullContractions (Fin (2 * n + 1)) = 0 := by
  induction n with
  | zero =>
    have : IsEmpty {σ : Perm (Fin (2 * 0 + 1)) // IsFullContraction σ} :=
      ⟨fun σ => σ.2.2 0 (Fin.ext (by omega))⟩
    exact Nat.card_of_isEmpty
  | succ k ih =>
    rw [show 2 * (k + 1) + 1 = (2 * k + 1) + 2 by ring, numFullContractions_add_two, ih,
      mul_zero]

/-- Among `2n + 2` operators, any two distinct ones are partners in exactly `(2n - 1)‼` full
contractions, where the value for `n = 0` is one. -/
theorem card_with_pair_eq_doubleFactorial {α : Type*} [Fintype α] {n : ℕ}
    (h : Fintype.card α = 2 * n + 2) {a b : α} (hab : a ≠ b) :
    Nat.card {σ : Perm α // IsFullContraction σ ∧ σ a = b} = (2 * n - 1)‼ := by
  rw [card_with_pair h hab, numFullContractions_even]

end WickFullContractions
```

```lean
#print axioms WickFullContractions.numFullContractions_odd
#print axioms WickFullContractions.card_with_pair_eq_doubleFactorial
```

```
'WickFullContractions.numFullContractions_odd' depends on axioms: [propext, Classical.choice, Quot.sound]
'WickFullContractions.card_with_pair_eq_doubleFactorial' depends on axioms: [propext, Classical.choice, Quot.sound]
```

## From removing a pair to the double factorial

`numFullContractions_congr` is the relabelling step. Conjugation by e is `e.permCongr`, and the proof checks that it preserves both conditions in both directions.

`joinPair a b τ` is the extension of τ: it swaps a and b and follows τ elsewhere. The lemmas `joinPair_left` and `joinPair_right` evaluate it at a and at b. `joinPair_full` then proves that it is an involution without fixed points, by distinguishing x = a, x = b and all other x.

`removePair` is the one-to-one correspondence between full contractions with σ(a) = b and full contractions of the rest. Its `toFun` restricts σ, and the two short arguments inside it are the two contradictions from the derivation, in the same order. Its `invFun` is the extension by `joinPair`. The field `left_inv` shows that restricting and then extending gives back σ, again by checking a, b and the other positions. The field `right_inv` shows that extending and then restricting gives back τ.

`card_with_pair` turns the correspondence into a count. It computes that removing a and b from n+2 positions leaves n, and uses the relabelling lemma to replace the remaining positions by `Fin n`.

`numFullContractions_add_two` is the recursion. The equivalence `e` splits the set of all full contractions into classes according to the partner b of operator 0. `Nat.card_sigma` writes the total as a sum over b, and `Fin.sum_univ_succ` separates b = 0 from the other n+1 values. The fact `h0` says that the class b = 0 is empty, and `h1` gives N(n) for each of the others.

The even and odd counts follow by induction. In the even case the base is the unique permutation of an empty set. The step combines the recursion with `Nat.doubleFactorial_add_one`, which supplies (2k+1)!! = (2k+1)·(2k−1)!!. In the odd case the base is that the only position would have to be its own partner, and the step multiplies zero by a number. The prescribed-pair result is `card_with_pair` followed by the even count.
